# On a convex energy with L-Lipschitz gradient, steepest-descent steps up to 2/L never increase distances

Relax a structure in an isotropic harmonic well, with the same force constant L in every direction, by steepest descent, with the step t set slightly too long, at tL = 2.1. Each update then multiplies the difference between two starting geometries by −1.1. After 100 updates a discrepancy in the input coordinates has grown by a factor of more than 10⁴, and any run that did not start exactly at the minimum has moved away from it.

## A step limit set by the stiffest direction

Let E be a convex, differentiable energy on ℝⁿ, and write g(x) for its gradient, so that the force is −g(x). Suppose that for some L > 0

‖g(x) − g(y)‖ ≤ L ‖x − y‖ for all x, y.

The constant L bounds the stiffness. For a harmonic energy with a nonzero positive semidefinite Hessian, it can be taken as the largest Hessian eigenvalue. The update T(x) = x − t g(x) then satisfies

‖T(x) − T(y)‖ ≤ ‖x − y‖ whenever 0 ≤ t ≤ 2/L.

## Fixed-step relaxation and restarts

The bound covers a fixed-step minimiser restarted from truncated coordinates: on a convex energy with L-Lipschitz gradient, the restarted run stays at least as close to the original, compared step by step, as it was at the restart, provided both use the same step t with 0 ≤ t ≤ 2/L. For geometry optimisation in electronic structure, the bound applies to convex models of the energy surface whose gradient is Lipschitz, such as the harmonic model around a minimum.

## From tangent planes to the step bound

**Tangent planes.** Put φ(s) = E(x + s(y − x)). Convexity gives (φ(s) − φ(0))/s ≤ φ(1) − φ(0) for 0 < s ≤ 1. Letting s → 0, with φ′(0) = ⟨g(x), y − x⟩, yields

E(x) + ⟨g(x), y − x⟩ ≤ E(y).  (1)

**The gap controls the gradient change.** Let v = g(x) − g(y), and let D(x,y) = E(y) − E(x) − ⟨g(x), y − x⟩ be the gap in (1). Along the line y + sv with s ≥ 0, the Lipschitz bound and Cauchy–Schwarz give

d/ds E(y + sv) = ⟨g(y + sv), v⟩ ≤ ⟨g(y), v⟩ + L s ‖v‖².

Integrating from 0 to 1/L,

E(y + v/L) ≤ E(y) + ⟨g(y), v⟩/L + ‖v‖²/(2L).

Applying (1) at the point y + v/L gives a lower bound:

E(x) + ⟨g(x), y − x⟩ + ⟨g(x), v⟩/L ≤ E(y + v/L).

Since ⟨g(x) − g(y), v⟩ = ‖v‖², the two combine to ‖v‖²/L − ‖v‖²/(2L) ≤ D(x,y), that is,

‖v‖² ≤ 2L D(x,y).  (2)

**Symmetrise.** Exchanging x and y leaves ‖v‖ unchanged, and D(x,y) + D(y,x) = ⟨v, x − y⟩. Adding the two versions of (2) and halving gives

‖v‖² ≤ L ⟨v, x − y⟩.  (3)

**Expand the step.** With d = x − y,

‖T(x) − T(y)‖² = ‖d − tv‖²
= ‖d‖² − 2t⟨v, d⟩ + t²‖v‖²
≤ ‖d‖² − t(2 − tL)⟨v, d⟩.

Adding (1) to its exchanged version shows ⟨v, d⟩ ≥ 0. For 0 ≤ t ≤ 2/L the subtracted term is therefore nonnegative, and the bound follows.

At a global minimiser z, g(z) = 0 and T(z) = z, so the distance from the iterates to z never increases. For the energy L‖x‖²/2, g(x) = Lx and T(x) − T(y) = (1 − tL)(x − y). If tL > 2, then |1 − tL| > 1 and distinct points separate.

## The same argument in Lean

`hasDerivAt_line` is the chain rule along a line. `tangent_le` proves (1) by comparing the derivative at 0 with the slope between 0 and 1.

`sq_gradient_sub_le_gap` proves (2). Instead of integrating, it subtracts the quadratic upper model from the energy and shows that the difference has nonpositive derivative, hence never increases for s ≥ 0; its `r` is 1/L. The cases L ≤ 0 are settled first: L = 0 forces a constant gradient, and L < 0 forces x = y.

`cocoercive` adds the two gap inequalities to get (3). `gradStep_nonexpansive` expands the squared norm, and its closing `nlinarith` receives the product t(2 − tL)⟨v, d⟩ ≥ 0. `dist_minimiser_antitone` applies that theorem with the fixed point z as the second point, and `step_limit_sharp` computes the factor 1 − tL from the gradient found in `harmonic_hasGradientAt`.

```lean
import Mathlib

open Set

namespace GradientStepNonexpansive

noncomputable section

variable {V : Type*} [NormedAddCommGroup V] [InnerProductSpace ℝ V] [CompleteSpace V]

/-- One steepest-descent step of size `t` on the energy `E`: `x ↦ x - t ∇E(x)`. -/
def gradStep (E : V → ℝ) (t : ℝ) (x : V) : V := x - t • gradient E x

/-- The gradient of `E` changes by at most `L` times the displacement. -/
def GradLipschitz (E : V → ℝ) (L : ℝ) : Prop :=
  ∀ x y, ‖gradient E x - gradient E y‖ ≤ L * ‖x - y‖

/-- The isotropic harmonic energy `k ‖x‖² / 2` with force constant `k`. -/
def harmonic (k : ℝ) (x : V) : ℝ := k / 2 * ‖x‖ ^ 2

/-- Along a straight line with direction `v`, a differentiable energy changes at the rate
`⟨∇E, v⟩`. -/
theorem hasDerivAt_line {E : V → ℝ} (hd : Differentiable ℝ E) (x v : V) (s : ℝ) :
    HasDerivAt (fun s : ℝ => E (x + s • v)) (inner ℝ (gradient E (x + s • v)) v) s := by
  have h1 : HasDerivAt (fun s : ℝ => x + s • v) v s := by
    simpa using ((hasDerivAt_id' s).smul_const v).const_add x
  have h2 := (hd (x + s • v)).hasGradientAt.hasFDerivAt.comp_hasDerivAt s h1
  exact h2

/-- A convex differentiable energy lies above each of its tangent planes. -/
theorem tangent_le {E : V → ℝ} (hE : ConvexOn ℝ univ E) (hd : Differentiable ℝ E) (x y : V) :
    E x + inner ℝ (gradient E x) (y - x) ≤ E y := by
  -- the energy profile along the segment is convex in one variable
  have hc : ConvexOn ℝ univ (fun s : ℝ => E (x + s • (y - x))) := by
    refine ⟨convex_univ, fun a _ b _ p q hp hq hpq => ?_⟩
    have h := hE.2 (mem_univ (x + a • (y - x))) (mem_univ (x + b • (y - x))) hp hq hpq
    have e : p • (x + a • (y - x)) + q • (x + b • (y - x))
        = x + (p • a + q • b) • (y - x) := by
      obtain rfl : q = 1 - p := by linarith
      simp only [smul_eq_mul]
      module
    rw [e] at h
    exact h
  have h := hc.le_slope_of_hasDerivAt (mem_univ 0) (mem_univ 1) zero_lt_one
    (hasDerivAt_line hd x (y - x) 0)
  simp only [slope_def_field, zero_smul, add_zero, one_smul, add_sub_cancel, sub_zero,
    div_one] at h
  linarith

/-- For a convex differentiable energy with `L`-Lipschitz gradient, the squared change of the
gradient between `x` and `y` is at most `2 L` times the height of the energy at `y` above the
tangent plane at `x`. -/
theorem sq_gradient_sub_le_gap {E : V → ℝ} {L : ℝ} (hE : ConvexOn ℝ univ E)
    (hd : Differentiable ℝ E) (hL : GradLipschitz E L) (x y : V) :
    ‖gradient E x - gradient E y‖ ^ 2
      ≤ 2 * L * (E y - E x - inner ℝ (gradient E x) (y - x)) := by
  have hxy := hL x y
  rcases lt_trichotomy L 0 with h | rfl | hpos
  · have h0 : ‖x - y‖ = 0 := by
      refine le_antisymm ?_ (norm_nonneg _)
      by_contra hc
      nlinarith [norm_nonneg (gradient E x - gradient E y), not_le.1 hc]
    obtain rfl := sub_eq_zero.1 (norm_eq_zero.1 h0)
    simp
  · have h0 : ‖gradient E x - gradient E y‖ = 0 :=
      le_antisymm (by linarith) (norm_nonneg _)
    rw [h0]
    simp
  obtain ⟨v, hv⟩ : ∃ v, v = gradient E x - gradient E y := ⟨_, rfl⟩
  rw [← hv]
  -- energy along the trial direction `v`, minus its quadratic upper model
  have hder : ∀ s : ℝ, HasDerivAt
      (fun s : ℝ => E (y + s • v) - s * inner ℝ (gradient E y) v - L / 2 * (s * s) * ‖v‖ ^ 2)
      (inner ℝ (gradient E (y + s • v)) v - inner ℝ (gradient E y) v - L * s * ‖v‖ ^ 2) s := by
    intro s
    have h2 := (hasDerivAt_id' s).mul_const (inner ℝ (gradient E y) v)
    have h3 := (((hasDerivAt_id' s).fun_mul (hasDerivAt_id' s)).const_mul (L / 2)).mul_const
      (‖v‖ ^ 2)
    exact (((hasDerivAt_line hd y v s).fun_sub h2).fun_sub h3).congr_deriv (by ring)
  have anti := antitoneOn_of_deriv_nonpos (convex_Ici (0 : ℝ))
    (fun s _ => (hder s).continuousAt.continuousWithinAt)
    (fun s _ => (hder s).differentiableAt.differentiableWithinAt)
    (fun s hs => by
      rw [interior_Ici] at hs
      have hs' : 0 < s := hs
      rw [(hder s).deriv]
      have a1 := real_inner_le_norm (gradient E (y + s • v) - gradient E y) v
      have a2 := hL (y + s • v) y
      rw [add_sub_cancel_left, norm_smul, Real.norm_of_nonneg hs'.le] at a2
      rw [inner_sub_left] at a1
      nlinarith [mul_le_mul_of_nonneg_right a2 (norm_nonneg v)])
  -- the trial displacement has length parameter `r = 1 / L`
  obtain ⟨r, hr0, hr⟩ : ∃ r : ℝ, 0 ≤ r ∧ L * r = 1 :=
    ⟨L⁻¹, by positivity, mul_inv_cancel₀ hpos.ne'⟩
  have up := anti (mem_Ici.2 le_rfl) (mem_Ici.2 hr0) hr0
  simp only [zero_smul, add_zero, zero_mul, mul_zero, sub_zero] at up
  have low := tangent_le hE hd x (y + r • v)
  have e : y + r • v - x = (y - x) + r • v := by abel
  rw [e, inner_add_right, inner_smul_right] at low
  have q : inner ℝ (gradient E x) v - inner ℝ (gradient E y) v = ‖v‖ ^ 2 := by
    rw [← inner_sub_left, ← hv, real_inner_self_eq_norm_sq]
  have q' : r * inner ℝ (gradient E x) v - r * inner ℝ (gradient E y) v = r * ‖v‖ ^ 2 := by
    rw [← q]
    ring
  have k : L / 2 * (r * r) * ‖v‖ ^ 2 = r / 2 * ‖v‖ ^ 2 := by
    linear_combination (r / 2 * ‖v‖ ^ 2) * hr
  have g : r / 2 * ‖v‖ ^ 2 ≤ E y - E x - inner ℝ (gradient E x) (y - x) := by linarith
  calc ‖v‖ ^ 2 = 2 * L * (r / 2 * ‖v‖ ^ 2) := by linear_combination (-‖v‖ ^ 2) * hr
    _ ≤ _ := mul_le_mul_of_nonneg_left g (by positivity)

/-- Baillon–Haddad inequality: the `L`-Lipschitz gradient of a convex differentiable energy
satisfies `‖∇E(x) - ∇E(y)‖² ≤ L ⟨∇E(x) - ∇E(y), x - y⟩`. -/
theorem cocoercive {E : V → ℝ} {L : ℝ} (hE : ConvexOn ℝ univ E)
    (hd : Differentiable ℝ E) (hL : GradLipschitz E L) (x y : V) :
    ‖gradient E x - gradient E y‖ ^ 2
      ≤ L * inner ℝ (gradient E x - gradient E y) (x - y) := by
  have h1 := sq_gradient_sub_le_gap hE hd hL x y
  have h2 := sq_gradient_sub_le_gap hE hd hL y x
  rw [norm_sub_rev] at h2
  rw [← neg_sub x y, inner_neg_right] at h1
  rw [inner_sub_left]
  linarith

/-- **The gradient step is nonexpansive.** For a convex differentiable energy with
`L`-Lipschitz gradient and a step `t ≥ 0` with `t L ≤ 2`, one steepest-descent step never
increases the distance between two points. -/
theorem gradStep_nonexpansive {E : V → ℝ} {L t : ℝ} (hE : ConvexOn ℝ univ E)
    (hd : Differentiable ℝ E) (hL : GradLipschitz E L) (ht : 0 ≤ t) (htL : t * L ≤ 2)
    (x y : V) : ‖gradStep E t x - gradStep E t y‖ ≤ ‖x - y‖ := by
  have co := mul_le_mul_of_nonneg_left (cocoercive hE hd hL x y) (sq_nonneg t)
  -- convexity makes the gradient monotone
  have mono : 0 ≤ inner ℝ (gradient E x - gradient E y) (x - y) := by
    have h1 := tangent_le hE hd x y
    have h2 := tangent_le hE hd y x
    rw [← neg_sub x y, inner_neg_right] at h1
    rw [inner_sub_left]
    linarith
  have e : gradStep E t x - gradStep E t y
      = (x - y) - t • (gradient E x - gradient E y) := by
    unfold gradStep
    module
  refine (pow_le_pow_iff_left₀ (norm_nonneg _) (norm_nonneg _) two_ne_zero).1 ?_
  rw [e, norm_sub_sq_real, inner_smul_right, real_inner_comm, norm_smul, mul_pow,
    Real.norm_eq_abs, sq_abs]
  nlinarith [mul_nonneg (mul_nonneg ht (sub_nonneg.2 htL)) mono]

/-- For a convex differentiable energy with `L`-Lipschitz gradient and a step `t ≥ 0` with
`t L ≤ 2`, the distance from the iterates of steepest descent to any global minimiser `z` never
increases. -/
theorem dist_minimiser_antitone {E : V → ℝ} {L t : ℝ} (hE : ConvexOn ℝ univ E)
    (hd : Differentiable ℝ E) (hL : GradLipschitz E L) (ht : 0 ≤ t) (htL : t * L ≤ 2)
    (x z : V) (hz : ∀ y, E z ≤ E y) :
    Antitone fun n : ℕ => ‖(gradStep E t)^[n] x - z‖ := by
  -- a minimiser is a fixed point of the step
  have hmin : IsLocalMin E z := Filter.Eventually.of_forall hz
  have hfix : gradStep E t z = z := by
    simp [gradStep, gradient, hmin.fderiv_eq_zero]
  refine antitone_nat_of_succ_le fun n => ?_
  have h := gradStep_nonexpansive hE hd hL ht htL ((gradStep E t)^[n] x) z
  rw [hfix] at h
  rw [Function.iterate_succ_apply']
  exact h

/-- The harmonic energy with force constant `k` has gradient `k x`. -/
theorem harmonic_hasGradientAt (k : ℝ) (x : V) : HasGradientAt (harmonic k) (k • x) x := by
  rw [hasGradientAt_iff_hasFDerivAt]
  have h := (hasStrictFDerivAt_norm_sq x).hasFDerivAt.const_mul (k / 2)
  refine h.congr_fderiv ?_
  ext v
  simp
  ring

/-- The step limit is sharp: for `L > 0` the harmonic energy is convex and differentiable with
`L`-Lipschitz gradient, and a step with `t L > 2` drives any two distinct points apart. -/
theorem step_limit_sharp {L t : ℝ} (hL : 0 < L) (ht : 2 < t * L) {x y : V} (hxy : x ≠ y) :
    ConvexOn ℝ univ (harmonic L : V → ℝ) ∧ Differentiable ℝ (harmonic L : V → ℝ) ∧
      GradLipschitz (harmonic L : V → ℝ) L ∧
      ‖x - y‖ < ‖gradStep (harmonic L) t x - gradStep (harmonic L) t y‖ := by
  refine ⟨?_, fun z => (harmonic_hasGradientAt L z).hasFDerivAt.differentiableAt, ?_, ?_⟩
  · exact ((convexOn_univ_norm (E := V)).pow (fun _ _ => norm_nonneg _) 2).smul
      (by positivity : 0 ≤ L / 2)
  · intro a b
    rw [(harmonic_hasGradientAt L a).gradient, (harmonic_hasGradientAt L b).gradient,
      ← smul_sub, norm_smul, Real.norm_of_nonneg hL.le]
  · have e : gradStep (harmonic L) t x - gradStep (harmonic L) t y = (1 - t * L) • (x - y) := by
      rw [gradStep, gradStep, (harmonic_hasGradientAt L x).gradient,
        (harmonic_hasGradientAt L y).gradient]
      module
    rw [e, norm_smul, Real.norm_eq_abs]
    exact lt_mul_of_one_lt_left (norm_pos_iff.2 (sub_ne_zero.2 hxy))
      (lt_abs.2 (Or.inr (by linarith)))

end

end GradientStepNonexpansive
```

```lean
#print axioms GradientStepNonexpansive.dist_minimiser_antitone
#print axioms GradientStepNonexpansive.step_limit_sharp
```

```
'GradientStepNonexpansive.dist_minimiser_antitone' depends on axioms: [propext, Classical.choice, Quot.sound]
'GradientStepNonexpansive.step_limit_sharp' depends on axioms: [propext, Classical.choice, Quot.sound]
```

## Global convexity, true gradients and no promise of convergence

In words, `gradStep_nonexpansive` says: if `E` is convex on the whole space (`ConvexOn ℝ univ E`), differentiable everywhere, and satisfies `GradLipschitz E L`, then for `0 ≤ t` and `t * L ≤ 2` one application of `gradStep E t` does not increase the distance between any two points. For L > 0 the product condition is t ≤ 2/L.

The space `V` is a complete real inner product space. This includes ℝⁿ with the Euclidean norm, which in Lean is `EuclideanSpace ℝ (Fin n)`. Gradient, distance and L all refer to the same inner product, so a change to mass-weighted coordinates generally changes L and the admissible step.

The theorem does not apply directly to the full energy surface of a molecule, which is not globally convex. Knowing the Hessian at a minimum does not supply the global conditions either.

Convexity matters even for a quadratic energy in one dimension. Take E(x) = −x²/2, whose gradient −x is Lipschitz with L = 1. Then T(x) = (1 + t)x, and distinct points separate for every t > 0. A Lipschitz gradient alone therefore secures no positive step. The same growth occurs along a negative-curvature direction at a quadratic saddle.

Nonexpansive also does not mean convergent. For E(x) = Lx²/2 and t = 2/L, T(x) = −x, and the iterates alternate between x and −x forever. A fixed-step code that needs convergence should keep t positive and tL below 2, and still test the gradient norm. The theorem uses the true gradient and real numbers; force errors from an unconverged electronic structure calculation, or from rounding, need their own estimate.
